# Linearised two-mode SCF: the best damping rate tends to 1 as the smaller gap closes, and a level shift equal to the common positive kernel cancels the error

When an SCF run with a small gap oscillates, two common remedies are to lower the mixing fraction α and to raise the level shift b. Close to convergence, and for two uncoupled modes with the same positive kernel, the effect of both settings can be computed exactly. Damping has a best value, whose rate deteriorates as the smaller gap closes. The level shift has a value that removes the linear error in both modes at once.

## The damped bound and the cancelling shift

A mode is one occupied–virtual orbital pair. Its gap g is the virtual orbital energy minus the occupied one at convergence. Its amplitude x is the first-order admixture of the virtual orbital into the occupied one, measured from the converged solution, so x is the error. The kernel k is the change of the occupied–virtual Fock element per unit amplitude. A positive k means that the mean field pushes back against the displacement.

Take two modes with gaps 0 < g₁ < g₂ and common kernel k > 0, and set

l₁ = 1 + k/g₁,  l₂ = 1 + k/g₂.

One damped cycle multiplies the error in mode i by 1 − α lᵢ. For every real α,

max(|1 − α l₁|, |1 − α l₂|) ≥ (l₁ − l₂)/(l₁ + l₂),

with equality exactly at α = 2/(l₁ + l₂). The right-hand side tends to 1 as g₁ → 0⁺ with k and g₂ fixed.

One level-shifted cycle multiplies the error by

1 − (g + k)/(g + b) = (b − k)/(g + b),

which vanishes in both modes exactly when b = k, provided that both shifted gaps g₁ + b and g₂ + b are positive.

## Choosing the mixing fraction and the shift

Within this model, the first statement limits what any constant mixing fraction can achieve. Here α is the fraction of the new output that is mixed in; some inputs ask for the fraction of the old density that is kept, which is 1 − α.

With k = 1, g₂ = 1 and g₁ = 0.1 in a common energy unit, the best fraction is 2/13 ≈ 0.15 and both error factors have absolute value 9/13 ≈ 0.69, so a factor of ten in the error takes about 6 cycles. With g₁ = 0.01 the best fraction is 2/103 ≈ 0.02, the absolute value is 99/103 ≈ 0.96, and the same reduction takes about 58 cycles. Any other constant α leaves at least one of the two modes with a factor of larger absolute value.

The second statement concerns the shift parameter. If g + k and g + b are positive, the shifted cycle reduces the error exactly when k < g + 2b. For k > 0, a shift of at least k/2 therefore contracts every mode with kernel k and positive gap, however small the gap. In this model a very large shift still reduces the error, but slowly, since (b − k)/(g + b) approaches 1 as b grows.

For Hartree–Fock and Kohn–Sham iterations, these formulas describe the last, linear stage of convergence when the modes don't couple to one another.

## From one linearised cycle to the two rates

Use the converged occupied and virtual orbitals as a basis and put the occupied level at zero. The old occupied orbital is (1, x) to first order. The Fock matrix built from it has off-diagonal element kx to first order. Its diagonal elements are 0 and g, up to first-order changes that affect the new orbital only at second order and are dropped here.

A level shift adds b times the projector onto the complement of the old occupied orbital. To first order, this adds b to the virtual diagonal element and −bx to the off-diagonal one. The eigenvalue of the new occupied orbital (1, y) is itself at most of first order, so its product with y is dropped and the virtual row of the eigenvalue equation reads

(k − b)x + (g + b)y = 0,

or, rearranged,

g y + k x + b(y − x) = 0.

**Damping.** With b = 0 the output is y = −kx/g. For k > 0 it lies on the other side of the solution, so a nonzero error changes sign in every undamped cycle. Mixing gives

x + α(y − x) = x − α(1 + k/g)x = (1 − α l)x.

**The best α.** Since k > 0 and g₁ < g₂, we have l₁ > l₂ > 0. Let M be the larger of the two absolute factors. Then

1 − α l₂ ≤ M,
α l₁ − 1 ≤ M.

Multiply the first line by l₁ and the second by l₂, and add. The terms in α cancel, which leaves

l₁ − l₂ ≤ (l₁ + l₂)M.

This is the bound. If M equals (l₁ − l₂)/(l₁ + l₂), the first line gives α l₂ ≥ 1 − M = 2l₂/(l₁ + l₂), and the second gives α l₁ ≤ 1 + M = 2l₁/(l₁ + l₂). Together they force α = 2/(l₁ + l₂). Conversely, at this α the factors are

1 − α l₂ = (l₁ − l₂)/(l₁ + l₂),
1 − α l₁ = −(l₁ − l₂)/(l₁ + l₂),

so the bound is attained.

**Modes in between.** If g₁ ≤ g ≤ g₂, then l₂ ≤ l ≤ l₁. The factor 1 − α l is linear in l, so at the best α it lies between the two opposite values above. The two extreme gaps thus fix the rate for all modes between them that share the kernel.

**The closing gap.** The difference and the sum are

l₁ − l₂ = k(g₂ − g₁)/(g₁g₂),
l₁ + l₂ = (2g₁g₂ + k(g₁ + g₂))/(g₁g₂).

Their ratio is

k(g₂ − g₁)/(2g₁g₂ + k(g₁ + g₂)),

which tends to kg₂/(kg₂) = 1 as g₁ → 0⁺.

**The shift.** For g + b > 0, the cycle equation gives

y = (b − k)x/(g + b) = [1 − (g + k)/(g + b)]x.

The numerator contains no gap, so b = k annuls the factor in every mode with that kernel. The error shrinks when −(g + b) < b − k < g + b. The right inequality is g + k > 0, and the left one is k < g + 2b.

## Lean source for the two-mode model

```lean
import Mathlib

open Filter Topology

namespace RoothaanLevelShift

noncomputable section

/-- Linearised SCF step in one occupied-virtual mode with gap `g`, kernel `k` and level shift `b`:
the old amplitude `x` enters the mean field, and the new amplitude `y` solves the shifted
first-order equation. The plain Roothaan step has `b = 0`. -/
def IsShiftedStep (k g b x y : ℝ) : Prop :=
  g * y + k * x + b * (y - x) = 0

/-- The number `l = 1 + k / g` of a mode with kernel `k` and gap `g`, for `g ≠ 0`. -/
def stiffness (k g : ℝ) : ℝ := 1 + k / g

/-- Error factor `1 - α l` of a mode under damping `α`, for a gap `g ≠ 0`. -/
def dampedFactor (k g α : ℝ) : ℝ := 1 - α * stiffness k g

/-- Error factor `1 - (g + k) / (g + b)` of a mode under level shift `b`, for `g + b ≠ 0`. -/
def shiftedFactor (k g b : ℝ) : ℝ := 1 - (g + k) / (g + b)

/-- The ratio `(l₁ - l₂) / (l₁ + l₂)` for two modes with gaps `g₁` and `g₂`,
for nonzero gaps and `l₁ + l₂ ≠ 0`. -/
def bestRate (k g₁ g₂ : ℝ) : ℝ :=
  (stiffness k g₁ - stiffness k g₂) / (stiffness k g₁ + stiffness k g₂)

/-- Mixing a fraction `α` of the plain Roothaan output into the old amplitude multiplies
the amplitude by `1 - α l`, for a positive gap. -/
theorem damped_step {k g x y : ℝ} (α : ℝ) (hg : 0 < g) (h : IsShiftedStep k g 0 x y) :
    x + α * (y - x) = dampedFactor k g α * x := by
  unfold IsShiftedStep at h
  have hy : y = -(k * x) / g := by
    rw [eq_div_iff hg.ne']
    linarith
  unfold dampedFactor stiffness
  rw [hy]
  ring

/-- For two numbers `0 < b < a`, the larger of `|1 - α a|` and `|1 - α b|` is at least
`(a - b) / (a + b)`, with equality exactly at `α = 2 / (a + b)`. -/
theorem minimax_damping {a b : ℝ} (α : ℝ) (hb : 0 < b) (hab : b < a) :
    (a - b) / (a + b) ≤ max |1 - α * a| |1 - α * b| ∧
      (max |1 - α * a| |1 - α * b| = (a - b) / (a + b) ↔ α = 2 / (a + b)) := by
  have ha : 0 < a := hb.trans hab
  have hs : 0 < a + b := add_pos ha hb
  have e1 : 1 - α * b ≤ max |1 - α * a| |1 - α * b| :=
    (le_abs_self _).trans (le_max_right _ _)
  have e2 : α * a - 1 ≤ max |1 - α * a| |1 - α * b| := by
    have h := (neg_le_abs (1 - α * a)).trans (le_max_left _ |1 - α * b|)
    linarith
  refine ⟨?_, ?_, ?_⟩
  · -- weighting the two inequalities by `a` and `b` eliminates the damping
    rw [div_le_iff₀ hs]
    nlinarith [mul_le_mul_of_nonneg_left e1 ha.le, mul_le_mul_of_nonneg_left e2 hb.le]
  · -- at equality the two inequalities bound `α` from both sides
    intro h
    rw [h] at e1 e2
    rw [le_div_iff₀ hs] at e1 e2
    rw [eq_div_iff hs.ne']
    apply le_antisymm
    · refine le_of_mul_le_mul_left ?_ ha
      linarith
    · refine le_of_mul_le_mul_left ?_ hb
      linarith
  · -- at the optimal damping the two factors are opposite
    intro h
    have f2 : 1 - α * b = (a - b) / (a + b) := by
      rw [h, eq_div_iff hs.ne', sub_mul, mul_right_comm, div_mul_cancel₀ _ hs.ne']
      ring
    have f1 : 1 - α * a = -((a - b) / (a + b)) := by
      have h' : α * (a + b) = 2 := by rw [h, div_mul_cancel₀ _ hs.ne']
      linarith
    rw [f1, f2, abs_neg, max_self, abs_of_pos (div_pos (sub_pos.2 hab) hs)]

/-- Two modes with gaps `0 < g₁ < g₂` and common kernel `k > 0`: for every damping the worse
error factor is at least `(l₁ - l₂) / (l₁ + l₂)`, and only `α = 2 / (l₁ + l₂)` attains this. -/
theorem optimal_damping {k g₁ g₂ : ℝ} (α : ℝ) (hk : 0 < k) (h₁ : 0 < g₁) (h₁₂ : g₁ < g₂) :
    bestRate k g₁ g₂ ≤ max |dampedFactor k g₁ α| |dampedFactor k g₂ α| ∧
      (max |dampedFactor k g₁ α| |dampedFactor k g₂ α| = bestRate k g₁ g₂ ↔
        α = 2 / (stiffness k g₁ + stiffness k g₂)) := by
  have hpos : 0 < stiffness k g₂ := by
    have := div_pos hk (h₁.trans h₁₂)
    unfold stiffness
    linarith
  have hlt : stiffness k g₂ < stiffness k g₁ := by
    have := div_lt_div_of_pos_left hk h₁ h₁₂
    unfold stiffness
    linarith
  exact minimax_damping α hpos hlt

/-- With a common kernel `k > 0`, the damping `2 / (l₁ + l₂)` keeps the error factor of every
mode with gap between `g₁ > 0` and `g₂` within `(l₁ - l₂) / (l₁ + l₂)`. -/
theorem optimal_damping_all_modes {k g₁ g g₂ : ℝ} (hk : 0 < k) (h₁ : 0 < g₁)
    (hl : g₁ ≤ g) (hu : g ≤ g₂) :
    |dampedFactor k g (2 / (stiffness k g₁ + stiffness k g₂))| ≤ bestRate k g₁ g₂ := by
  have hg : 0 < g := h₁.trans_le hl
  have a1 : k / g ≤ k / g₁ := div_le_div_of_nonneg_left hk.le h₁ hl
  have a2 : k / g₂ ≤ k / g := div_le_div_of_nonneg_left hk.le hg hu
  have a3 : 0 < k / g₂ := div_pos hk (hg.trans_le hu)
  unfold dampedFactor bestRate stiffness
  have hs : 0 < 1 + k / g₁ + (1 + k / g₂) := by linarith
  rw [le_div_iff₀ hs, ← abs_of_pos hs, ← abs_mul, abs_of_pos hs, sub_mul, mul_right_comm,
    div_mul_cancel₀ _ hs.ne', abs_le]
  constructor <;> linarith

/-- The ratio `bestRate` written in terms of the gaps and the kernel, for positive gaps and a
positive kernel. -/
theorem bestRate_eq {k g₁ g₂ : ℝ} (hk : 0 < k) (h₁ : 0 < g₁) (h₂ : 0 < g₂) :
    bestRate k g₁ g₂ = k * (g₂ - g₁) / (2 * g₁ * g₂ + k * (g₁ + g₂)) := by
  have hs : 0 < 1 + k / g₁ + (1 + k / g₂) := by positivity
  have hd : 0 < 2 * g₁ * g₂ + k * (g₁ + g₂) := by positivity
  unfold bestRate stiffness
  have e1 : k / g₁ * g₁ = k := div_mul_cancel₀ _ h₁.ne'
  have e2 : k / g₂ * g₂ = k := div_mul_cancel₀ _ h₂.ne'
  rw [div_eq_div_iff hs.ne' hd.ne']
  linear_combination (2 * g₂ + 2 * k) * e1 - (2 * g₁ + 2 * k) * e2

/-- For fixed `k > 0` and `g₂ > 0`, the optimal damped rate tends to `1` as the
gap `g₁` closes from above. -/
theorem bestRate_tendsto_one {k g₂ : ℝ} (hk : 0 < k) (h₂ : 0 < g₂) :
    Tendsto (fun g₁ => bestRate k g₁ g₂) (𝓝[>] 0) (𝓝 1) := by
  have hn : Tendsto (fun x : ℝ => k * (g₂ - x)) (𝓝[>] 0) (𝓝 (k * g₂)) := by
    have h : Continuous (fun x : ℝ => k * (g₂ - x)) := by fun_prop
    have h0 := (h.tendsto 0).mono_left (nhdsWithin_le_nhds (s := Set.Ioi 0))
    rwa [sub_zero] at h0
  have hd : Tendsto (fun x : ℝ => 2 * x * g₂ + k * (x + g₂)) (𝓝[>] 0) (𝓝 (k * g₂)) := by
    have h : Continuous (fun x : ℝ => 2 * x * g₂ + k * (x + g₂)) := by fun_prop
    have h0 := (h.tendsto 0).mono_left (nhdsWithin_le_nhds (s := Set.Ioi 0))
    rwa [mul_zero, zero_mul, zero_add, zero_add] at h0
  have hne : k * g₂ ≠ 0 := (mul_pos hk h₂).ne'
  have h := hn.div hd hne
  rw [div_self hne] at h
  refine h.congr' ?_
  filter_upwards [self_mem_nhdsWithin] with x hx
  exact (bestRate_eq hk hx h₂).symm

/-- If the shifted gap `g + b` is positive, the level-shifted step has exactly one solution:
the old amplitude times `1 - (g + k) / (g + b)`. -/
theorem shifted_step_iff {k g b x y : ℝ} (hb : 0 < g + b) :
    IsShiftedStep k g b x y ↔ y = shiftedFactor k g b * x := by
  have e : shiftedFactor k g b * x = (b - k) * x / (g + b) := by
    have hc : (g + k) / (g + b) * (g + b) = g + k := div_mul_cancel₀ _ hb.ne'
    unfold shiftedFactor
    rw [eq_div_iff hb.ne']
    linear_combination (-x) * hc
  unfold IsShiftedStep
  rw [e, eq_div_iff hb.ne']
  constructor <;> intro h <;> linarith

/-- For two modes with positive shifted gaps and common kernel `k`, both level-shifted error
factors vanish exactly when the shift equals the kernel. -/
theorem both_factors_vanish_iff {k g₁ g₂ b : ℝ} (h₁ : 0 < g₁ + b) (h₂ : 0 < g₂ + b) :
    (shiftedFactor k g₁ b = 0 ∧ shiftedFactor k g₂ b = 0) ↔ b = k := by
  unfold shiftedFactor
  rw [sub_eq_zero, sub_eq_zero, eq_div_iff h₁.ne', eq_div_iff h₂.ne']
  constructor
  · intro h
    linarith [h.1]
  · intro h
    constructor <;> linarith

/-- For `g + k > 0` and a positive shifted gap `g + b`, the level-shifted error factor has absolute
value below `1` exactly when `k < g + 2 b`. -/
theorem shifted_contracts_iff {k g b : ℝ} (hk : 0 < g + k) (hb : 0 < g + b) :
    |shiftedFactor k g b| < 1 ↔ k < g + 2 * b := by
  have hp : 0 < (g + k) / (g + b) := div_pos hk hb
  have h2 : (g + k) / (g + b) < 2 ↔ g + k < 2 * (g + b) := div_lt_iff₀ hb
  unfold shiftedFactor
  rw [abs_lt]
  constructor
  · intro h
    have := h2.1 (by linarith [h.1])
    linarith
  · intro h
    have := h2.2 (by linarith)
    constructor <;> linarith

end

end RoothaanLevelShift
```

```lean
#print axioms RoothaanLevelShift.optimal_damping
-- 'RoothaanLevelShift.optimal_damping' depends on axioms: [propext, Classical.choice, Quot.sound]
#print axioms RoothaanLevelShift.bestRate_tendsto_one
-- 'RoothaanLevelShift.bestRate_tendsto_one' depends on axioms: [propext, Classical.choice, Quot.sound]
#print axioms RoothaanLevelShift.both_factors_vanish_iff
-- 'RoothaanLevelShift.both_factors_vanish_iff' depends on axioms: [propext, Classical.choice, Quot.sound]
#print axioms RoothaanLevelShift.shifted_contracts_iff
-- 'RoothaanLevelShift.shifted_contracts_iff' depends on axioms: [propext, Classical.choice, Quot.sound]
```

## How the Lean statements and proofs match the derivation

`IsShiftedStep k g b x y` is the cycle equation, with real numbers for the gap, kernel, shift, old amplitude and new amplitude. The equation enters as a definition; its origin in the Fock matrix is the physical argument given above. The function `stiffness` is l, a name chosen here and not a textbook term. `dampedFactor` and `shiftedFactor` are the two error factors, and `bestRate` is (l₁ − l₂)/(l₁ + l₂).

`damped_step` says that any solution of the unshifted equation with g > 0, once mixed, equals the damped factor times x. Its proof solves for y and substitutes.

`minimax_damping` is the bound for any two numbers 0 < b < a. In this theorem b is the smaller number, not the level shift. The inequalities `e1` and `e2` are the two lines bounded by M, and `nlinarith` receives them already multiplied by the weights that eliminate α. In the equality case, `le_antisymm` joins the upper and lower bounds on α. The converse computes the two opposite factors.

`optimal_damping` checks that 0 < l₂ < l₁ and applies this bound. It contains both the inequality for every real α and the uniqueness of the best α.

`optimal_damping_all_modes` multiplies through by l₁ + l₂, after which the claim reduces to l₂ ≤ l ≤ l₁. It also allows g₁ = g₂, where the bound is zero and the best damping removes the error in one cycle.

`bestRate_eq` gives the ratio in terms of the gaps by cross-multiplication. `bestRate_tendsto_one` takes the limits of numerator and denominator separately and divides them. The filter `𝓝[>] 0` means that g₁ approaches zero through positive values, where the gap formula holds.

`shifted_step_iff` shows that for g + b > 0 the shifted equation has exactly one solution y, namely the shifted factor times x. `both_factors_vanish_iff` clears the denominators, which leaves g + k = g + b in each mode. `shifted_contracts_iff` splits the absolute value into the two inequalities of the derivation; its hypothesis g + k > 0 supplies one of them, and the other is the stated condition. Physically, g + k > 0 says that the converged solution is stable against rotation in this mode.

## From two modes to a molecule

The theorems guarantee the factors, the optimum and the limit for the scalar cycle equation. The step to a real calculation that their hypotheses leave open is the replacement of the full SCF map by independent equations of this kind. In a molecule the map is nonlinear, and the kernel is a matrix that couples the orbital pairs. A shift that cancels the error in one cycle should therefore not be expected there. The damped bound also concerns a constant α in a single cycle; schemes that vary α or extrapolate from earlier cycles are a different problem.

The common kernel is essential for the cancelling shift. Suppose that mode 1 has kernel 1 and mode 2 has kernel 3 and gap 0.5. The shift b = 1 annuls the factor of mode 1, but in mode 2 the factor is

(1 − 3)/(0.5 + 1) = −4/3,

so the error there grows and changes sign in every cycle. With positive shifted gaps, no single shift annuls both factors when the kernels differ, because each mode requires b to equal its own kernel.

The damped bound is less demanding. `minimax_damping` needs only two distinct positive numbers, so it also applies to l₁ = 1 + k₁/g₁ and l₂ = 1 + k₂/g₂ with different kernels k₁ and k₂, as long as both numbers are positive and the larger one is taken as a.
